# Odd Kramers pairs in P-1 modulo atomic insulators form (Z/2)³ × Z/4

## Momenta, signs and Bloch sums

The space group P-1 is generated by the lattice translations and inversion. Time reversal is assumed as well, for electrons with spin, so the states at the momenta below come in Kramers pairs. Lattice vectors R are integer triples in a primitive basis. A crystal momentum that inversion maps to itself, up to a reciprocal lattice vector, is half a reciprocal lattice vector. It is labelled by k = (k_1, k_2, k_3) with each k_i equal to 0 or 1 modulo 2. Lean numbers the components 0, 1, 2.

```lean
import Mathlib

open Matrix

namespace InversionIndicators
```

The type `TRIM` has exactly these eight labels as elements.

```lean
/-- The eight inversion-invariant momenta, in units of half a reciprocal lattice vector. -/
abbrev TRIM := Fin 3 → ZMod 2
```

Parities are stored as x in Z/2 and turned into signs (-1)^x when an eigenvalue is needed.

```lean
/-- The sign `(-1)^x` of a parity label `x`. -/
def sign (x : ZMod 2) : ℤ := if x = 0 then 1 else -1
```

Only the class of R modulo 2 matters for the phase at such a momentum.

```lean
/-- An integer vector reduced modulo two. -/
def mod2 (R : Fin 3 → ℤ) : TRIM := fun i => (R i : ZMod 2)
```

With phases attached to cells and not to orbital positions, the Bloch sum has the real amplitude

ψ_k(R) = (-1)^(k·R).

```lean
/-- The Bloch sum at an invariant momentum `k`: its amplitude in the cell `R` is `(-1)^(k·R)`. -/
def bloch (k : TRIM) (R : Fin 3 → ℤ) : ℤ := sign (k ⬝ᵥ mod2 R)
```

Put one orbital in each cell R, at the site R + w/2 with w an integer vector, and let (-1)^t be its parity about its own site. Inversion about the origin sends the site R' + w/2 to -R' - w/2 = (-R' - w) + w/2. The new amplitude in cell R therefore comes from cell -R - w:

(Iψ)(R) = (-1)^t ψ(-R - w).

Spin is left out of the amplitude because inversion does not act on it. Both members of a Kramers pair have the same parity, so one orbital here stands for one pair.

```lean
/-- Inversion about the origin for orbitals of intrinsic parity `(-1)^t` at the sites `R + w/2`:
the amplitude in cell `-R - w` is carried to cell `R`. -/
def inversion (w : Fin 3 → ℤ) (t : ZMod 2) (ψ : (Fin 3 → ℤ) → ℤ) (R : Fin 3 → ℤ) : ℤ :=
  sign t * ψ (-R - w)
```

## Counts, atomic vectors and the indicator

A band structure is recorded by n(k), the number of occupied Kramers pairs at k that are odd under inversion. The occupied bands are assumed to be separated from the empty ones at all eight momenta. Formal differences are allowed, so n is any element of Z⁸. The number of occupied bands is not recorded.

The parities of an atomic insulator depend on w only modulo 2, as the next section shows. In a label (w, s), w is therefore a triple with entries in Z/2, and s is an element of Z/2. The atomic vector of (w, s) has the value 1 where k·w = s and 0 elsewhere.

```lean
/-- The atomic vector of `w` and `s`: one odd Kramers pair at each momentum with `k·w = s`,
none elsewhere. -/
def atomic (w : TRIM) (s : ZMod 2) (k : TRIM) : ℤ := if k ⬝ᵥ w = s then 1 else 0
```

There are sixteen labels (w, s). The label (0, 1) gives the zero vector and (0, 0) gives one odd pair at every momentum. The latter also describes two orbitals exchanged by inversion at general positions ±x, since they form one even and one odd combination at each k. The integer span of all sixteen vectors is `atomicLattice`.

```lean
/-- All integer combinations of the sixteen atomic vectors. -/
def atomicLattice : AddSubgroup (TRIM → ℤ) :=
  AddSubgroup.closure (Set.range fun p : TRIM × ZMod 2 => atomic p.1 p.2)
```

The indicator of n consists of

z_i = Σ n(k) over k with k_i = 1, modulo 2, for each i,
N = Σ n(k) over all k, with N taken modulo 4.

In Lean it is an additive homomorphism, so it has a kernel in the sense of group theory.

```lean
/-- The symmetry indicator of the odd-pair counts `n`: the three sums over the planes `k_i = 1`
modulo two, and the total modulo four. -/
def indicator : (TRIM → ℤ) →+ (Fin 3 → ZMod 2) × ZMod 4 where
  toFun n := (fun i => ((∑ k with k i = 1, n k : ℤ) : ZMod 2), ((∑ k, n k : ℤ) : ZMod 4))
  map_zero' := by
    refine Prod.ext (funext fun i => ?_) ?_ <;> simp
  map_add' m n := by
    refine Prod.ext (funext fun i => ?_) ?_ <;> simp [Finset.sum_add_distrib]
```

## Which momenta are odd for an atomic insulator

Modulo 2, the cell -R - w is the same as R + w. Hence

(Iψ_k)(R) = (-1)^t (-1)^(k·(R + w)) = (-1)^(t + k·w) ψ_k(R).

```lean
/-- A Bloch sum of orbitals of intrinsic parity `(-1)^t` at the sites `R + w/2` is an eigenstate
of inversion with eigenvalue `(-1)^(t + k·w)`. -/
theorem inversion_bloch (w : Fin 3 → ℤ) (t : ZMod 2) (k : TRIM) :
    inversion w t (bloch k) = fun R => sign (t + k ⬝ᵥ mod2 w) * bloch k R := by
  have hs : ∀ a b : ZMod 2, sign (a + b) = sign a * sign b := by decide
  have h : ∀ a b : ZMod 2, -a - b = a + b := by decide
  funext R
  -- modulo two, the cell `-R - w` is the cell `R + w`
  have hR : mod2 (-R - w) = mod2 R + mod2 w := by
    funext i
    change ((-R i - w i : ℤ) : ZMod 2) = (R i : ZMod 2) + (w i : ZMod 2)
    rw [Int.cast_sub, Int.cast_neg]
    exact h _ _
  unfold inversion bloch
  rw [hR, dotProduct_add, hs, hs]
  ring
```

The eigenvalue is -1 exactly when k·w = t + 1. This identifies the atomic vector with s = t + 1 as the odd-pair count of the insulator. In the converse direction the eigenvalue is read off at R = 0, where the amplitude is 1.

```lean
/-- The atomic vector of `w` and `t + 1` marks exactly the momenta at which the Bloch sum of
orbitals of intrinsic parity `(-1)^t` at the sites `R + w/2` is odd under inversion. -/
theorem atomic_eq_one_iff_odd (w : Fin 3 → ℤ) (t : ZMod 2) (k : TRIM) :
    atomic (mod2 w) (t + 1) k = 1 ↔ inversion w t (bloch k) = fun R => -bloch k R := by
  have key : ∀ t x : ZMod 2,
      (if x = t + 1 then (1 : ℤ) else 0) = 1 ↔ sign (t + x) = -1 := by decide
  rw [inversion_bloch]
  unfold atomic
  rw [key]
  constructor
  · intro h
    funext R
    rw [h]
    ring
  · intro h
    -- compare the amplitudes in the home cell
    have h0 : bloch k 0 = 1 := by
      have hz : mod2 0 = 0 := by
        funext i
        simp [mod2]
      simp [bloch, hz, sign]
    have h1 := congrFun h 0
    simpa only [h0, mul_one] using h1
```

Every atomic vector has zero indicator. For w = 0 the total is 0 or 8, and each plane k_i = 1 contributes 0 or 4. For w ≠ 0 the total is 4, and the plane k_i = 1 meets the set k·w = s in 0, 2 or 4 points. Lean checks all sixteen cases.

```lean
/-- Every atomic vector has zero indicator. -/
theorem indicator_atomic : ∀ (w : TRIM) (s : ZMod 2), indicator (atomic w s) = 0 := by
  decide +kernel
```

## Recovering the counts from plane sums

Let S(w) be the sum of n(q) over q with q·w = 1, and write [A] for 1 if A holds and 0 otherwise. Since [x = 1] = (1 - (-1)^x)/2, the orthogonality of signs gives

Σ_w [k·w = 1] (2[q·w = 1] - 1)
= -(1/2) Σ_w ((-1)^(q·w) - (-1)^((q + k)·w))
= 4([q = k] - [q = 0]).

Multiplying by n(q) and summing over q yields

4n(k) = 4n(0) + Σ_w [k·w = 1] (2S(w) - N).

The proof turns on how this is divided between algebra and `decide +kernel`. That tactic settles a closed proposition by having Lean's kernel evaluate a decision procedure for it. Such a procedure is available for an equation between integers whose quantified variables range over finite types. The reconstruction ranges over infinitely many n and is out of its reach. The orthogonality relation `key` does not mention n and has only 64 cases (k, q). For arbitrary n, the step `swap` exchanges the sums over w and q, and `eval` evaluates the sum over q that remains once `key` is inserted.

```lean
/-- The odd-pair counts are recovered from the count at `k = 0`, the total, and the counts on the
planes `k·w = 1`. -/
theorem reconstruction (n : TRIM → ℤ) (k : TRIM) :
    4 * n k = 4 * n 0 +
      ∑ w, atomic w 1 k * (2 * ∑ q, atomic w 1 q * n q - ∑ q, n q) := by
  -- orthogonality of the plane indicators
  have key : ∀ k q : TRIM, ∑ w, atomic w 1 k * (2 * atomic w 1 q - 1) =
      4 * ((if q = k then 1 else 0) - (if q = 0 then 1 else 0)) := by decide +kernel
  have swap : ∑ w, atomic w 1 k * (2 * ∑ q, atomic w 1 q * n q - ∑ q, n q) =
      ∑ q, (∑ w, atomic w 1 k * (2 * atomic w 1 q - 1)) * n q := by
    simp_rw [Finset.sum_mul]
    rw [Finset.sum_comm]
    refine Finset.sum_congr rfl fun w _ => ?_
    rw [Finset.mul_sum, ← Finset.sum_sub_distrib, Finset.mul_sum]
    exact Finset.sum_congr rfl fun q _ => by ring
  have eval : ∑ q, (4 * ((if q = k then 1 else 0) - (if q = 0 then 1 else 0))) * n q =
      4 * n k - 4 * n 0 := by
    simp [mul_sub, sub_mul, Finset.sum_sub_distrib]
  rw [swap]
  simp_rw [key]
  rw [eval]
  ring
```

Modulo 2 the number [x = 1] is x itself, so the plane sums are fixed by the three z_i:

S(w) ≡ Σ_q (q·w) n(q) = Σ_i w_i Σ_q q_i n(q) = Σ_i w_i z_i (mod 2).

```lean
/-- Modulo two, the number of odd pairs on the plane `k·w = 1` is the combination of the three
`Z/2` indicators with coefficients `w_i`. -/
theorem plane_parity (n : TRIM → ℤ) (w : TRIM) :
    ((∑ q, atomic w 1 q * n q : ℤ) : ZMod 2) = ∑ i, w i * (indicator n).1 i := by
  have h1 : ∀ x : ZMod 2, (((if x = 1 then 1 else 0 : ℤ)) : ZMod 2) = x := by decide
  have h2 : ∀ x m : ZMod 2, (if x = 1 then m else 0) = x * m := by decide
  have h3 : ∀ i, (indicator n).1 i = ∑ k : TRIM, k i * (n k : ZMod 2) := by
    intro i
    change ((∑ k with k i = 1, n k : ℤ) : ZMod 2) = _
    rw [Int.cast_sum, Finset.sum_filter]
    exact Finset.sum_congr rfl fun k _ => h2 _ _
  simp_rw [h3, Finset.mul_sum]
  rw [Finset.sum_comm, Int.cast_sum]
  refine Finset.sum_congr rfl fun k _ => ?_
  rw [Int.cast_mul, atomic, h1, dotProduct, Finset.sum_mul]
  exact Finset.sum_congr rfl fun i _ => by ring
```

## The kernel and the image

Suppose that the indicator of n vanishes. Then every S(w) is even and N is divisible by 4, so 2S(w) - N = 4c(w) with c(w) an integer. Dividing the reconstruction by 4 gives

n = n(0) · atomic(0, 0) + Σ_w c(w) · atomic(w, 1),

which is an integer combination of atomic vectors. The reverse inclusion is the sixteen-case check above.

For surjectivity, choose integer representatives a_i and b of the target values. Put a_i pairs at the momentum whose only nonzero component is k_i, put b - Σ a_i at k = 0, and none elsewhere. Each plane k_i = 1 then contains a_i and the total is b. Lean checks this for all 32 targets.

```lean
/-- The indicator takes every value in `(Z/2)^3 × Z/4`, and it vanishes exactly on the integer
combinations of atomic vectors. -/
theorem indicator_surjective_and_ker :
    Function.Surjective indicator ∧ indicator.ker = atomicLattice := by
  refine ⟨fun p => ⟨fun k => if k = 0 then (p.2.val : ℤ) - ∑ i, ((p.1 i).val : ℤ)
    else ∑ i, if k = Pi.single i 1 then ((p.1 i).val : ℤ) else 0, ?_⟩, le_antisymm ?_ ?_⟩
  · revert p
    decide +kernel
  · intro n hn
    rw [AddMonoidHom.mem_ker] at hn
    have hN : ((∑ q, n q : ℤ) : ZMod 4) = 0 := congrArg Prod.snd hn
    have hN4 := (CharP.intCast_eq_zero_iff (ZMod 4) 4 _).1 hN
    -- the coefficients in the reconstruction are divisible by four
    have hdiv : ∀ w, ∃ c : ℤ, 2 * ∑ q, atomic w 1 q * n q - ∑ q, n q = 4 * c := by
      intro w
      have hS : ((∑ q, atomic w 1 q * n q : ℤ) : ZMod 2) = 0 := by
        rw [plane_parity, hn]
        simp
      obtain ⟨a, ha⟩ := (CharP.intCast_eq_zero_iff (ZMod 2) 2 _).1 hS
      obtain ⟨b, hb⟩ := hN4
      refine ⟨a - b, ?_⟩
      rw [ha, hb]
      push_cast
      ring
    choose c hc using hdiv
    have hsum : n = n 0 • atomic 0 0 + ∑ w, c w • atomic w 1 := by
      funext k
      have hk := reconstruction n k
      simp_rw [hc] at hk
      have h0 : atomic 0 0 k = 1 := by simp [atomic]
      have h4 : ∑ w, atomic w 1 k * (4 * c w) = 4 * ∑ w, c w * atomic w 1 k := by
        rw [Finset.mul_sum]
        exact Finset.sum_congr rfl fun w _ => by ring
      simp only [Pi.add_apply, Finset.sum_apply, Pi.smul_apply, smul_eq_mul, h0]
      linarith
    have hmem : ∀ w s, atomic w s ∈ atomicLattice := fun w s =>
      AddSubgroup.subset_closure ⟨(w, s), rfl⟩
    rw [hsum]
    exact add_mem (zsmul_mem (hmem _ _) _) (sum_mem fun w _ => zsmul_mem (hmem _ _) _)
  · unfold atomicLattice
    rw [AddSubgroup.closure_le]
    rintro _ ⟨p, rfl⟩
    exact indicator_atomic p.1 p.2
```

The first isomorphism theorem turns this into a statement about the quotient: two count vectors have the same indicator exactly when they differ by an atomic combination. For non-interacting bands with inversion and time reversal, a nonzero indicator computed from parities at eight momenta therefore excludes an atomic insulator, while a zero value does not certify one.

```lean
/-- Odd-pair counts modulo atomic vectors form the group `(Z/2)^3 × Z/4`, and the isomorphism is
given by the indicator. -/
theorem indicator_group :
    ∃ e : ((TRIM → ℤ) ⧸ atomicLattice) ≃+ (Fin 3 → ZMod 2) × ZMod 4,
      ∀ n : TRIM → ℤ, e (QuotientAddGroup.mk n) = indicator n := by
  obtain ⟨hs, hk⟩ := indicator_surjective_and_ker
  rw [← hk]
  exact ⟨QuotientAddGroup.quotientKerEquivOfSurjective indicator hs, fun _ => rfl⟩
```

For m odd pairs at a single momentum q the total is m, so a zero indicator requires 4 to divide m. Conversely, four pairs at q give even plane sums and a total of 4, and multiples of them also have zero indicator.

The case m = 4 shows what integer coefficients permit. Each nonzero atomic vector occupies at least four momenta, so a combination concentrated at one momentum must use negative coefficients. Such counts do not come from a stack of atomic insulators, although their indicator is zero.

```lean
/-- Counts with `m` odd pairs at one invariant momentum `q` and none at the others are an integer
combination of atomic vectors exactly when four divides `m`. -/
theorem single_mem_atomicLattice_iff (q : TRIM) (m : ℤ) :
    (Pi.single q m : TRIM → ℤ) ∈ atomicLattice ↔ 4 ∣ m := by
  rw [← indicator_surjective_and_ker.2, AddMonoidHom.mem_ker]
  constructor
  · intro h
    have h2 : ((∑ k, (Pi.single q m : TRIM → ℤ) k : ℤ) : ZMod 4) = 0 := congrArg Prod.snd h
    have hs : ∑ k, (Pi.single q m : TRIM → ℤ) k = m := by simp [Pi.single_apply]
    rw [hs] at h2
    exact_mod_cast (CharP.intCast_eq_zero_iff (ZMod 4) 4 m).1 h2
  · rintro ⟨c, rfl⟩
    have h4 : ∀ q : TRIM, indicator (Pi.single q 4) = 0 := by decide +kernel
    have hc : (Pi.single q (4 * c) : TRIM → ℤ) = c • Pi.single q 4 := by
      funext k
      by_cases h : k = q <;> simp [h, mul_comm]
    rw [hc, map_zsmul, h4, smul_zero]

end InversionIndicators
```

```lean
#print axioms InversionIndicators.atomic_eq_one_iff_odd
#print axioms InversionIndicators.indicator_group
#print axioms InversionIndicators.single_mem_atomicLattice_iff
```

```
'InversionIndicators.atomic_eq_one_iff_odd' depends on axioms: [propext, Classical.choice, Quot.sound]
'InversionIndicators.indicator_group' depends on axioms: [propext, Classical.choice, Quot.sound]
'InversionIndicators.single_mem_atomicLattice_iff' depends on axioms: [propext, Classical.choice, Quot.sound]
```
